# Landau levels $\pm\sqrt n$ of single-valley graphene on finitely supported oscillator states

Let $e_0, e_1, e_2, \dots$ be the levels of a harmonic oscillator. A finitely supported sequence $w = (w_0, w_1, \dots)$ of complex numbers stands for the finite sum $\sum_n w_n e_n$. The lowering operator $a$ and the raising operator $a^*$ are the linear maps with

$$a\,e_0 = 0,\qquad a\,e_{n+1} = \sqrt{n+1}\,e_n,\qquad a^* e_n = \sqrt{n+1}\,e_{n+1}.$$

A state is a pair $\psi = (u, w)$, with one amplitude for each of the two sublattices of the honeycomb, and the Hamiltonian is

$$H(u, w) = (a\,w,\; a^* u).$$

This is the linearised Hamiltonian of graphene near one Dirac point in a uniform perpendicular magnetic field of strength $B > 0$, restricted to one fixed guiding-centre state. In the full plane every level is repeated for each guiding-centre state. Energies are measured from the Dirac point in units of $\sqrt2\,\hbar v/\ell_B$, where $v$ is the Fermi velocity, $\ell_B = \sqrt{\hbar/(eB)}$ the magnetic length and $e$ the elementary charge. Which physical sublattice carries $u$ depends on the valley and on the direction of the field.

The eigenvalues of $H$ on these pairs are exactly $\pm\sqrt n$ with $n = 0, 1, 2, \dots$. The zero eigenspace is spanned by $(0, e_0)$, which lives on one sublattice. In this non-interacting, single-valley model the levels therefore follow a square root, unlike the evenly spaced Landau levels of a parabolic band, and one level stays at the Dirac energy whatever the field strength.

## From two recursions to the levels

In coordinates the ladder operators read

$$(a w)_n = \sqrt{n+1}\,w_{n+1},\qquad (a^* u)_0 = 0,\qquad (a^* u)_{n+1} = \sqrt{n+1}\,u_n.$$

Hence $(a a^* u)_n = (n+1)\,u_n$ and $(a^* a\,u)_n = n\,u_n$, so $a a^* - a^* a = 1$.

The equation $H\psi = \mu\psi$, with $\mu$ any complex number, says that for every $n$

$$\sqrt{n+1}\,w_{n+1} = \mu\,u_n,\qquad \mu\,w_0 = 0,\qquad \sqrt{n+1}\,u_n = \mu\,w_{n+1}.$$

Multiply the third relation by $\mu$ and insert the first:

$$\mu^2 w_{n+1} = \sqrt{n+1}\,\mu\,u_n = (n+1)\,w_{n+1}.$$

The second relation gives $\mu^2 w_0 = 0$. Together, $\mu^2 w_n = n\,w_n$ for every $n$.

**Only these values occur.** If $w = 0$, the third relation forces $u = 0$. An eigenvector therefore has some $w_n \neq 0$, so $\mu^2 = n$ and $\mu = \pm\sqrt n$.

**Zero energy.** For $\mu = 0$ the third relation gives $u = 0$ and the first gives $w_{n+1} = 0$ for all $n$. What remains is $\psi = w_0\,(0, e_0)$, and $H(0, e_0) = (a e_0, 0) = 0$.

**The other levels.** Let $\mu = s\sqrt{n+1}$ with $s^2 = 1$. Since $\mu^2 = n+1$, we have $w_m = 0$ for $m \neq n+1$, and the third relation then gives $u_m = 0$ for $m \neq n$. The first relation at $n$ reads $w_{n+1} = s\,u_n$, so $u_n = s\,w_{n+1}$ and $\psi = w_{n+1}\,(s\,e_n, e_{n+1})$. Conversely,

$$H(s\,e_n, e_{n+1}) = \sqrt{n+1}\,(e_n,\; s\,e_{n+1}) = s\sqrt{n+1}\,(s\,e_n, e_{n+1}).$$

With the usual inner product the normalised state is $(s\,e_n, e_{n+1})/\sqrt2$, with equal weight on the two sublattices.

The smallest case shows the pattern. $H$ exchanges $(e_0, 0)$ and $(0, e_1)$, so on their span it is the matrix $\begin{pmatrix}0&1\\1&0\end{pmatrix}$, with eigenvalues $\pm1$ and normalised eigenvectors $(\pm e_0, e_1)/\sqrt2$. The state $(0, e_0)$ has no partner and sits at zero.

## The oscillator model in Lean

```lean
import Mathlib

namespace GrapheneLandauLevels

noncomputable section
```

Sublattice amplitudes have type `Osc`, in which every element has finitely many nonzero coefficients.

```lean
/-- Finitely supported amplitudes over the oscillator levels `e_0, e_1, ...`. -/
abbrev Osc := ℕ →₀ ℂ
```

The coefficients $\sqrt n$ are real square roots regarded as complex numbers.

```lean
/-- The square root of a natural number, as a complex number. -/
def sqrtC (n : ℕ) : ℂ := ((Real.sqrt n : ℝ) : ℂ)
```

Each ladder operator is fixed by its values on the basis, where `Finsupp.single n 1` is $e_n$. In `lower`, natural-number subtraction makes `0 - 1` equal to `0`, but the coefficient there is $\sqrt0 = 0$, so $e_0$ is still sent to zero.

```lean
/-- The lowering operator `a`: it sends `e_n` to `√n e_(n-1)`, and `e_0` to zero. -/
def lower : Osc →ₗ[ℂ] Osc :=
  Finsupp.linearCombination ℂ (fun n : ℕ => Finsupp.single (n - 1) (sqrtC n))

/-- The raising operator `a*`: it sends `e_n` to `√(n+1) e_(n+1)`. -/
def raise : Osc →ₗ[ℂ] Osc :=
  Finsupp.linearCombination ℂ (fun n : ℕ => Finsupp.single (n + 1) (sqrtC (n + 1)))
```

The Hamiltonian acts on `Osc × Osc`. For a state `ψ`, the component `ψ.1` is $u$ and `ψ.2` is $w$.

```lean
/-- The Hamiltonian `H(u, w) = (a w, a* u)` on pairs of sublattice amplitudes. -/
def dirac : (Osc × Osc) →ₗ[ℂ] (Osc × Osc) :=
  (lower ∘ₗ LinearMap.snd ℂ Osc Osc).prod (raise ∘ₗ LinearMap.fst ℂ Osc Osc)
```

The definition starts from the ladder form of $H$; its derivation from a lattice or from the Dirac operator with a vector potential is not included. The guiding-centre degeneracy, spin, the second valley and interactions are also absent. No inner product is introduced, so $a^*$ is specified by its matrix elements. The theorems concern eigenvalues and eigenvectors on finitely supported states, not the spectrum of a self-adjoint operator on the completed Hilbert space.

## Ladder operators in coordinates

Two facts about the coefficients are used throughout: $\sqrt n\,\sqrt n = n$, and $\sqrt{n+1} \neq 0$, which allows cancellation.

```lean
/-- The square of `√n` is `n`. -/
theorem sqrtC_mul_self (n : ℕ) : sqrtC n * sqrtC n = (n : ℂ) := by
  unfold sqrtC
  rw [← Complex.ofReal_mul, Real.mul_self_sqrt (Nat.cast_nonneg n), Complex.ofReal_natCast]

/-- The ladder coefficient `√(n+1)` never vanishes. -/
theorem sqrtC_succ_ne_zero (n : ℕ) : sqrtC (n + 1) ≠ 0 := by
  intro h
  have e := sqrtC_mul_self (n + 1)
  rw [h, mul_zero] at e
  exact (Nat.cast_ne_zero (R := ℂ)).mpr (Nat.succ_ne_zero n) e.symm
```

The coordinate formulas are linear in the sequence. `Finsupp.induction_linear` therefore reduces them to the zero sequence, sums, and multiples of a single basis vector, where the definition applies directly.

```lean
/-- The lowering operator in coordinates: `(a w)_n = √(n+1) w_(n+1)`. -/
theorem lower_apply (w : Osc) (n : ℕ) : lower w n = sqrtC (n + 1) * w (n + 1) := by
  refine Finsupp.induction_linear w ?_ (fun f g hf hg => ?_) (fun m c => ?_)
  · simp
  · simp only [map_add, Finsupp.add_apply, hf, hg, mul_add]
  · simp only [lower, Finsupp.linearCombination_single, Finsupp.smul_apply, smul_eq_mul]
    cases m with
    | zero => simp [sqrtC]
    | succ k =>
      by_cases h : k = n
      · subst h
        simp [mul_comm]
      · simp [h]

/-- The raising operator in coordinates: `(a* u)_0 = 0` and `(a* u)_(n+1) = √(n+1) u_n`. -/
theorem raise_apply (u : Osc) :
    raise u 0 = 0 ∧ ∀ n, raise u (n + 1) = sqrtC (n + 1) * u n := by
  refine Finsupp.induction_linear u ?_ (fun f g hf hg => ?_) (fun m c => ?_)
  · simp
  · refine ⟨?_, fun n => ?_⟩
    · simp only [map_add, Finsupp.add_apply, hf.1, hg.1, add_zero]
    · simp only [map_add, Finsupp.add_apply, hf.2, hg.2, mul_add]
  · simp only [raise, Finsupp.linearCombination_single, Finsupp.smul_apply, smul_eq_mul]
    refine ⟨by simp, fun n => ?_⟩
    by_cases h : m = n
    · subst h
      simp [mul_comm]
    · simp [h]
```

The operators satisfy the canonical commutation relation of the harmonic oscillator. This is a consistency check on the definitions; the relation alone would not fix the matrix elements. The proof compares coefficients and treats level $0$ separately, because $a^*$ produces nothing there. At level $k+1$ it is the subtraction $(k+2) - (k+1) = 1$.

```lean
/-- The ladder operators obey the canonical commutation relation `a a* - a* a = 1`. -/
theorem ladder_commutator (u : Osc) : lower (raise u) - raise (lower u) = u := by
  refine Finsupp.ext fun n => ?_
  rw [Finsupp.sub_apply, lower_apply, (raise_apply u).2]
  cases n with
  | zero =>
    have h : sqrtC (0 + 1) * sqrtC (0 + 1) = 1 := by
      rw [sqrtC_mul_self]
      simp
    rw [(raise_apply _).1]
    linear_combination u 0 * h
  | succ k =>
    have h1 := sqrtC_mul_self (k + 1 + 1)
    have h2 := sqrtC_mul_self (k + 1)
    push_cast at h1 h2
    rw [(raise_apply _).2, lower_apply]
    linear_combination u (k + 1) * (h1 - h2)
```

## The eigenvalue equation, level by level

The next statement is an equivalence between $H\psi = \mu\psi$ and the three relations derived above, in the same order. One direction reads off coefficients, and the other reassembles the two components from them.

```lean
/-- The eigenvalue equation `H ψ = μ ψ` written as recursions between the two sublattices. -/
theorem eigen_iff (ψ : Osc × Osc) (μ : ℂ) :
    dirac ψ = μ • ψ ↔
      (∀ n, sqrtC (n + 1) * ψ.2 (n + 1) = μ * ψ.1 n) ∧ μ * ψ.2 0 = 0 ∧
        ∀ n, sqrtC (n + 1) * ψ.1 n = μ * ψ.2 (n + 1) := by
  constructor
  · intro h
    have h1 : lower ψ.2 = μ • ψ.1 := congrArg Prod.fst h
    have h2 : raise ψ.1 = μ • ψ.2 := congrArg Prod.snd h
    refine ⟨fun n => ?_, ?_, fun n => ?_⟩
    · rw [← lower_apply, h1, Finsupp.smul_apply, smul_eq_mul]
    · have e := (raise_apply ψ.1).1
      rwa [h2, Finsupp.smul_apply, smul_eq_mul] at e
    · rw [← (raise_apply ψ.1).2 n, h2, Finsupp.smul_apply, smul_eq_mul]
  · rintro ⟨h1, h0, h2⟩
    apply Prod.ext
    · change lower ψ.2 = μ • ψ.1
      refine Finsupp.ext fun n => ?_
      rw [lower_apply, h1, Finsupp.smul_apply, smul_eq_mul]
    · change raise ψ.1 = μ • ψ.2
      refine Finsupp.ext fun n => ?_
      cases n with
      | zero => rw [(raise_apply _).1, Finsupp.smul_apply, smul_eq_mul, h0]
      | succ k => rw [(raise_apply _).2, h2, Finsupp.smul_apply, smul_eq_mul]
```

Combining the relations gives $\mu^2 w_n = n\,w_n$. The `linear_combination` in the successor case carries out the multiplication and substitution done by hand.

```lean
/-- If `H(u, w) = μ (u, w)`, then `μ² w_n = n w_n` for every oscillator level `n`. -/
theorem eigen_occupation {ψ : Osc × Osc} {μ : ℂ} (h : dirac ψ = μ • ψ) (n : ℕ) :
    μ ^ 2 * ψ.2 n = (n : ℂ) * ψ.2 n := by
  obtain ⟨h1, h0, h2⟩ := (eigen_iff ψ μ).1 h
  cases n with
  | zero =>
    simp only [Nat.cast_zero, zero_mul]
    linear_combination μ * h0
  | succ k =>
    linear_combination (-μ) * h2 k - sqrtC (k + 1) * h1 k
      + ψ.2 (k + 1) * sqrtC_mul_self (k + 1)
```

## The eigenspaces

`Module.End.eigenspace dirac 0` is the set of all `ψ` with $H\psi = 0$, and the theorem identifies it with the complex multiples of $(0, e_0)$. The forward direction takes `ψ.2 0` as the multiple and removes every other coefficient by cancelling $\sqrt{n+1}$. The reverse direction checks the three relations.

```lean
/-- The zero-energy eigenspace is spanned by `(0, e_0)`, which lives on one sublattice. -/
theorem zero_eigenspace :
    Module.End.eigenspace dirac 0 =
      Submodule.span ℂ {((0 : Osc), (Finsupp.single 0 1 : Osc))} := by
  ext ψ
  rw [Module.End.mem_eigenspace_iff, Submodule.mem_span_singleton]
  constructor
  · intro h
    obtain ⟨h1, -, h2⟩ := (eigen_iff ψ 0).1 h
    refine ⟨ψ.2 0, Prod.ext (Finsupp.ext fun n => ?_) (Finsupp.ext fun n => ?_)⟩
    · have e := h2 n
      rw [zero_mul] at e
      have e' := (mul_eq_zero.mp e).resolve_left (sqrtC_succ_ne_zero n)
      simp [e']
    · cases n with
      | zero => simp
      | succ k =>
        have e := h1 k
        rw [zero_mul] at e
        have e' := (mul_eq_zero.mp e).resolve_left (sqrtC_succ_ne_zero k)
        simp [e']
  · rintro ⟨c, rfl⟩
    rw [eigen_iff]
    refine ⟨fun n => ?_, ?_, fun n => ?_⟩ <;> simp
```

For the nonzero levels, the hypothesis `hs` makes `s` a sign, so one theorem covers both the electron-like branch and the hole-like branch. The spanning vector is unnormalised and has second component $e_{n+1}$, so it is nonzero and each eigenspace is a line: within the oscillator space the level is nondegenerate.

In the proof, `hμ` is $\mu^2 = n+1$, and `hw` uses it to empty all levels of $w$ except $n+1$. The multiple is `ψ.2 (n + 1)`. The identity $u_n = s\,w_{n+1}$ comes from the first relation, and the remaining $u_m$ vanish by the third. The converse is again a check of the relations, with $s^2 = 1$ entering in the first.

```lean
/-- For a sign `s`, the eigenspace at energy `s √(n+1)` is the line through
`(s e_n, e_(n+1))`. -/
theorem level_eigenspace (s : ℂ) (hs : s ^ 2 = 1) (n : ℕ) :
    Module.End.eigenspace dirac (s * sqrtC (n + 1)) =
      Submodule.span ℂ {((Finsupp.single n s : Osc), (Finsupp.single (n + 1) 1 : Osc))} := by
  ext ψ
  rw [Module.End.mem_eigenspace_iff, Submodule.mem_span_singleton]
  constructor
  · intro h
    obtain ⟨h1, -, h2⟩ := (eigen_iff ψ _).1 h
    have hμ : (s * sqrtC (n + 1)) ^ 2 = ((n + 1 : ℕ) : ℂ) := by
      linear_combination (sqrtC (n + 1)) ^ 2 * hs + sqrtC_mul_self (n + 1)
    -- the second component occupies the level n + 1 only
    have hw : ∀ m, m ≠ n + 1 → ψ.2 m = 0 := by
      intro m hm
      have e := eigen_occupation h m
      rw [hμ] at e
      by_contra h0
      exact hm (Nat.cast_injective (R := ℂ) (mul_right_cancel₀ h0 e)).symm
    refine ⟨ψ.2 (n + 1), Prod.ext (Finsupp.ext fun m => ?_) (Finsupp.ext fun m => ?_)⟩
    · by_cases hm : m = n
      · have e : ψ.2 (n + 1) * s = ψ.1 n := by
          apply mul_left_cancel₀ (sqrtC_succ_ne_zero n)
          linear_combination s * h1 n + sqrtC (n + 1) * ψ.1 n * hs
        rw [hm]
        simp [e]
      · have e := h2 m
        rw [hw (m + 1) (by omega), mul_zero] at e
        have e' := (mul_eq_zero.mp e).resolve_left (sqrtC_succ_ne_zero m)
        simp [e', Ne.symm hm]
    · by_cases hm : m = n + 1
      · rw [hm]
        simp
      · simp [hw m hm, Ne.symm hm]
  · rintro ⟨c, rfl⟩
    rw [eigen_iff]
    refine ⟨fun m => ?_, by simp [Finsupp.single_apply], fun m => ?_⟩
    · by_cases hm : n = m
      · subst hm
        simp only [Prod.smul_fst, Prod.smul_snd, Finsupp.smul_apply, smul_eq_mul,
          Finsupp.single_eq_same]
        linear_combination (-(c * sqrtC (n + 1))) * hs
      · simp [Finsupp.single_apply, hm]
    · by_cases hm : n = m
      · subst hm
        simp only [Prod.smul_fst, Prod.smul_snd, Finsupp.smul_apply, smul_eq_mul,
          Finsupp.single_eq_same]
        ring
      · simp [Finsupp.single_apply, hm]
```

## The full list of eigenvalues

`Module.End.HasEigenvalue dirac μ` means that some nonzero `ψ` satisfies $H\psi = \mu\psi$. Since `μ` ranges over all complex numbers, the theorem also shows that every eigenvalue is real.

From left to right, the proof takes an eigenvector, finds a level with $w_n \neq 0$ because otherwise $u$ would vanish too, and cancels $w_n$ to get $\mu^2 = n$. Then `mul_self_eq_mul_self_iff` turns the equality of squares into the two signs. From right to left, $n = 0$ uses the vector $(0, e_0)$, and $n = k+1$ uses $(s\,e_k, e_{k+1})$ with $s = 1$ or $s = -1$. Each vector is nonzero because one coefficient of its second component equals $1$.

```lean
/-- The eigenvalues of the ladder Hamiltonian `H` are exactly the numbers `±√n` with `n` a natural
number. -/
theorem landau_spectrum (μ : ℂ) :
    Module.End.HasEigenvalue dirac μ ↔ ∃ n : ℕ, μ = sqrtC n ∨ μ = -sqrtC n := by
  constructor
  · intro h
    obtain ⟨ψ, hψ⟩ := h.exists_hasEigenvector
    have he : dirac ψ = μ • ψ := hψ.apply_eq_smul
    -- an eigenvector cannot vanish on the second sublattice
    obtain ⟨n, hn⟩ : ∃ n, ψ.2 n ≠ 0 := by
      by_contra hc
      have hw : ∀ n, ψ.2 n = 0 := fun n => by_contra fun h0 => hc ⟨n, h0⟩
      refine hψ.2 (Prod.ext (Finsupp.ext fun n => ?_) (Finsupp.ext fun n => hw n))
      have e := ((eigen_iff ψ μ).1 he).2.2 n
      rw [hw, mul_zero] at e
      exact (mul_eq_zero.mp e).resolve_left (sqrtC_succ_ne_zero n)
    have e : μ ^ 2 = (n : ℂ) := mul_right_cancel₀ hn (eigen_occupation he n)
    refine ⟨n, mul_self_eq_mul_self_iff.mp ?_⟩
    rw [sqrtC_mul_self, ← e, sq]
  · rintro ⟨n, hn⟩
    cases n with
    | zero =>
      have h0 : μ = 0 := by
        rcases hn with h | h <;> simp [h, sqrtC]
      rw [h0]
      have hm : ((0 : Osc), (Finsupp.single 0 1 : Osc)) ∈ Module.End.eigenspace dirac 0 := by
        rw [zero_eigenspace]
        exact Submodule.mem_span_singleton_self _
      refine Module.End.hasEigenvalue_of_hasEigenvector ⟨hm, fun h => ?_⟩
      have e := congrArg (fun φ : Osc × Osc => φ.2 0) h
      simp at e
    | succ k =>
      obtain ⟨s, hs, hμ⟩ : ∃ s : ℂ, s ^ 2 = 1 ∧ μ = s * sqrtC (k + 1) := by
        rcases hn with h | h
        · exact ⟨1, by norm_num, by rw [h, one_mul]⟩
        · exact ⟨-1, by norm_num, by rw [h, neg_one_mul]⟩
      rw [hμ]
      have hm : ((Finsupp.single k s : Osc), (Finsupp.single (k + 1) 1 : Osc)) ∈
          Module.End.eigenspace dirac (s * sqrtC (k + 1)) := by
        rw [level_eigenspace s hs k]
        exact Submodule.mem_span_singleton_self _
      refine Module.End.hasEigenvalue_of_hasEigenvector ⟨hm, fun h => ?_⟩
      have e := congrArg (fun φ : Osc × Osc => φ.2 (k + 1)) h
      simp at e

end

end GrapheneLandauLevels
```

```lean
#print axioms GrapheneLandauLevels.ladder_commutator
#print axioms GrapheneLandauLevels.landau_spectrum
```

```
'GrapheneLandauLevels.ladder_commutator' depends on axioms: [propext, Classical.choice, Quot.sound]
'GrapheneLandauLevels.landau_spectrum' depends on axioms: [propext, Classical.choice, Quot.sound]
```
